# [e·J, f·J] = −i (e×f)·J for vector operators e and f that commute with each other

Let J be an angular momentum, in units with ħ = 1, and let e and f be vector operators for J. If every component of e commutes with every component of f, then

[e·J, f·J] = −i (e×f)·J.

When e and f are two axes of a right-handed frame fixed in a molecule, this gives the "anomalous" commutators of the molecule-fixed components of J, which carry −i where the space-fixed components carry +i. Rigid-rotor Hamiltonians are written in these components. The theorem supplies only their algebra, for any frame that meets the hypotheses, and no energy levels.

## Operators, products and commutation relations

In Lean 4 with Mathlib:

```lean
import Mathlib

open Complex (I)

namespace MoleculeFixedAngularMomentum

noncomputable section

variable {A : Type*} [Ring A] [Algebra ℂ A]
```

The operators are elements of `A`, a ring with complex scalars in which products need not commute. No Hilbert space or Hermiticity is assumed. Unbounded operators fit in if they all act on a common domain that they map into itself.

```lean
/-- The dot product of two operator triples, with the factors in the order written. -/
def dot (a b : Fin 3 → A) : A := ∑ k, a k * b k
```

A triple `Fin 3 → A` assigns an operator to each of the axes 0, 1, 2, that is, x, y, z. This is a·b = Σₖ aₖbₖ, with a on the left.

```lean
/-- The cross product of two operator triples, with the factors in the order written;
indices are cyclic. -/
def cross (a b : Fin 3 → A) (k : Fin 3) : A :=
  a (k + 1) * b (k + 2) - a (k + 2) * b (k + 1)
```

Axis numbers add modulo 3, so this one line gives all three components:

(a×b)ₖ = aₖ₊₁bₖ₊₂ − aₖ₊₂bₖ₊₁.

```lean
/-- The angular momentum relations `[Jx, Jy] = i Jz` and cyclic, with `ħ = 1`. -/
def IsAngularMomentum (J : Fin 3 → A) : Prop :=
  ∀ k, ⁅J k, J (k + 1)⁆ = I • J (k + 2)
```

The brackets `⁅x, y⁆` mean xy − yx, and `•` multiplies by a complex number. The condition reads [Jₖ, Jₖ₊₁] = iJₖ₊₂ for each k.

```lean
/-- `V` is a vector operator for `J`: `[Jx, Vx] = 0`, `[Jx, Vy] = i Vz`, `[Jx, Vz] = -i Vy`
and cyclic. -/
structure IsVectorOperator (J V : Fin 3 → A) : Prop where
  same : ∀ k, ⁅J k, V k⁆ = 0
  next : ∀ k, ⁅J k, V (k + 1)⁆ = I • V (k + 2)
  prev : ∀ k, ⁅J k, V (k + 2)⁆ = -(I • V (k + 1))
```

V is a vector operator if it turns under rotations as a vector does:

[Jₖ, Vₖ] = 0, [Jₖ, Vₖ₊₁] = iVₖ₊₂, [Jₖ, Vₖ₊₂] = −iVₖ₊₁.

## Scalars built from vector operators

```lean
omit [Algebra ℂ A] in
/-- The dot product may be summed starting from any axis. -/
theorem dot_cyclic (a b : Fin 3 → A) (k : Fin 3) :
    dot a b = a k * b k + a (k + 1) * b (k + 1) + a (k + 2) * b (k + 2) := by
  rw [dot, Fin.sum_univ_three]
  fin_cases k
  · rfl
  · change _ = a 1 * b 1 + a 2 * b 2 + a 0 * b 0
    abel
  · change _ = a 2 * b 2 + a 0 * b 0 + a 1 * b 1
    abel
```

The sum a·b may start at any axis k. The proof checks the three values of k, and `abel` reorders the terms.

```lean
omit [Algebra ℂ A] in
/-- The Leibniz rule for the commutator of an operator with a dot product. -/
theorem lie_dot (x : A) (a b : Fin 3 → A) (k : Fin 3) :
    ⁅x, dot a b⁆ = (⁅x, a k⁆ * b k + a k * ⁅x, b k⁆)
      + (⁅x, a (k + 1)⁆ * b (k + 1) + a (k + 1) * ⁅x, b (k + 1)⁆)
      + (⁅x, a (k + 2)⁆ * b (k + 2) + a (k + 2) * ⁅x, b (k + 2)⁆) := by
  rw [dot_cyclic a b k]
  simp only [Ring.lie_def]
  noncomm_ring
```

This is the product rule [x, ab] = [x, a]b + a[x, b], applied to each term of a·b. The proof expands the commutators and lets `noncomm_ring` compare the two sides without reordering factors.

```lean
/-- An angular momentum is a vector operator for itself. -/
theorem IsAngularMomentum.isVectorOperator {J : Fin 3 → A} (h : IsAngularMomentum J) :
    IsVectorOperator J J where
  same k := by rw [Ring.lie_def, sub_self]
  next := h
  prev k := by
    have h1 : ∀ k : Fin 3, k + 2 + 1 = k := by decide
    have h2 : ∀ k : Fin 3, k + 2 + 2 = k + 1 := by decide
    have h3 := h (k + 2)
    rw [h1, h2] at h3
    rw [← h3, Ring.lie_def, Ring.lie_def, neg_sub]
```

J is a vector operator for itself. The first two relations are immediate. The third is the angular momentum relation taken at k+2, [Jₖ₊₂, Jₖ] = iJₖ₊₁, with the commutator reversed.

```lean
/-- The dot product of two vector operators is a scalar: it commutes with every component
of `J`. -/
theorem lie_dot_eq_zero {J V W : Fin 3 → A} (hV : IsVectorOperator J V)
    (hW : IsVectorOperator J W) (k : Fin 3) : ⁅J k, dot V W⁆ = 0 := by
  rw [lie_dot _ V W k, hV.same, hV.next, hV.prev, hW.same, hW.next, hW.prev]
  simp only [zero_mul, mul_zero, smul_mul_assoc, mul_smul_comm, neg_mul, mul_neg]
  abel
```

For vector operators V and W, the product rule gives

[Jₖ, V·W] = i(Vₖ₊₂Wₖ₊₁ + Vₖ₊₁Wₖ₊₂) − i(Vₖ₊₁Wₖ₊₂ + Vₖ₊₂Wₖ₊₁) = 0.

The `rw` line inserts the vector relations, and `abel` cancels the terms. V and W need not commute.

## The anomalous commutator

```lean
/-- If `f` is a vector operator whose components commute with those of `e`, then
`[e·J, f_k] = -i (e × f)_k`. -/
theorem lie_dot_component {J e f : Fin 3 → A} (hf : IsVectorOperator J f)
    (hc : ∀ i j, Commute (e i) (f j)) (k : Fin 3) :
    ⁅dot e J, f k⁆ = -(I • cross e f k) := by
  have hc' : ∀ i, e i * f k = f k * e i := fun i => hc i k
  -- only the commutators of `J` with `f` survive
  have h : ⁅dot e J, f k⁆ = e k * ⁅J k, f k⁆ + e (k + 1) * ⁅J (k + 1), f k⁆
      + e (k + 2) * ⁅J (k + 2), f k⁆ := by
    rw [dot_cyclic e J k]
    simp only [Ring.lie_def, mul_sub, add_mul, mul_add, ← mul_assoc, hc']
    abel
  have a1 : ∀ k : Fin 3, k + 1 + 2 = k := by decide
  have a2 : ∀ k : Fin 3, k + 1 + 1 = k + 2 := by decide
  have a3 : ∀ k : Fin 3, k + 2 + 1 = k := by decide
  have a4 : ∀ k : Fin 3, k + 2 + 2 = k + 1 := by decide
  have h1 := hf.prev (k + 1)
  have h2 := hf.next (k + 2)
  rw [a1, a2] at h1
  rw [a3, a4] at h2
  rw [h, hf.same, h1, h2, cross]
  simp only [mul_zero, mul_neg, mul_smul_comm, smul_sub]
  abel
```

Since e commutes with f, only the commutators of J with fₖ survive; this is the step `h`:

[e·J, fₖ] = eₖ[Jₖ, fₖ] + eₖ₊₁[Jₖ₊₁, fₖ] + eₖ₊₂[Jₖ₊₂, fₖ]

= 0 − i eₖ₊₁fₖ₊₂ + i eₖ₊₂fₖ₊₁

= −i (e×f)ₖ.

The facts `a1` to `a4` are sums modulo 3, such as k+1+2 = k.

```lean
/-- The anomalous commutator: for vector operators `e` and `f` of an angular momentum `J`,
with the components of `e` commuting with those of `f`, `[e·J, f·J] = -i (e × f)·J`. -/
theorem anomalous_commutator {J e f : Fin 3 → A} (hJ : IsAngularMomentum J)
    (he : IsVectorOperator J e) (hf : IsVectorOperator J f)
    (hc : ∀ i j, Commute (e i) (f j)) :
    ⁅dot e J, dot f J⁆ = -(I • dot (cross e f) J) := by
  -- `e·J` is a scalar, so it passes through `J` and acts on `f` alone
  have hs : ∀ k, ⁅dot e J, J k⁆ = 0 := fun k => by
    have h := lie_dot_eq_zero he hJ.isVectorOperator k
    rw [Ring.lie_def, sub_eq_zero] at h
    rw [Ring.lie_def, h, sub_self]
  rw [lie_dot (dot e J) f J 0, dot_cyclic (cross e f) J 0]
  simp only [lie_dot_component hf hc, hs, mul_zero, add_zero, neg_mul, smul_mul_assoc,
    smul_add]
  abel

/- The direction cosines of a rigid body, acting by multiplication on functions of its
orientation, are the textbook frame for the next two theorems. -/
```

The hypotheses `hJ`, `he`, `hf` and `hc` are those of the opening paragraph. The components of e need not commute among themselves, nor those of f. By the product rule,

[e·J, f·J] = Σₖ ([e·J, fₖ]Jₖ + fₖ[e·J, Jₖ]).

The second commutator vanishes because e·J is a scalar (`hs`). The first is −i(e×f)ₖ by the previous theorem, and the sum is −i(e×f)·J.

The sign goes wrong if e and f are treated as fixed numerical vectors. Then only the term from [Jᵢ, Jⱼ] remains, and it gives +i(e×f)·J. Because J also rotates e and f, there are two further terms, each equal to −i(e×f)·J, and the total is −i(e×f)·J.

## Components along a molecular frame

```lean
/-- For a right-handed frame of vector operators `e_a` of an angular momentum `J`, with components
of different axes commuting, the molecule-fixed components `e_a·J` obey the angular momentum
relations with `-i` for `i`. -/
theorem molecule_fixed_commutator {J : Fin 3 → A} {e : Fin 3 → Fin 3 → A}
    (hJ : IsAngularMomentum J) (he : ∀ a, IsVectorOperator J (e a))
    (hc : ∀ a i j, Commute (e a i) (e (a + 1) j))
    (hr : ∀ a, cross (e a) (e (a + 1)) = e (a + 2)) (a : Fin 3) :
    ⁅dot (e a) J, dot (e (a + 1)) J⁆ = -(I • dot (e (a + 2)) J) := by
  rw [anomalous_commutator hJ (he a) (he (a + 1)) (hc a), hr]
```

Now there are three vector operators eₐ, one for each molecular axis a. Components belonging to different axes commute, and `hr` says that the frame is right-handed: eₐ×eₐ₊₁ = eₐ₊₂. With J′ₐ = eₐ·J, the main theorem becomes

[J′ₐ, J′ₐ₊₁] = −iJ′ₐ₊₂.

```lean
/-- For a frame of vector operators `e_a` of an angular momentum `J`, with the completeness relation
`∑ₐ e_ai e_aj = δ_ij`, the squares of the molecule-fixed components of `J` add up to `J²`. -/
theorem molecule_fixed_sq {J : Fin 3 → A} {e : Fin 3 → Fin 3 → A}
    (hJ : IsAngularMomentum J) (he : ∀ a, IsVectorOperator J (e a))
    (ho : ∀ i j, ∑ a, e a i * e a j = if i = j then 1 else 0) :
    ∑ a, dot (e a) J * dot (e a) J = dot J J := by
  have hs : ∀ a j, J j * dot (e a) J = dot (e a) J * J j := fun a j => by
    have h := lie_dot_eq_zero (he a) hJ.isVectorOperator j
    rwa [Ring.lie_def, sub_eq_zero] at h
  -- move the scalar `e_a·J` to the left of `J_j`, so that the frame vectors meet
  have hX : ∀ a, dot (e a) J * dot (e a) J
      = ∑ j, ∑ i, e a j * e a i * (J i * J j) := fun a => by
    calc dot (e a) J * dot (e a) J = ∑ j, e a j * (J j * dot (e a) J) := by
          simp only [dot, Finset.sum_mul, mul_assoc]
      _ = ∑ j, ∑ i, e a j * e a i * (J i * J j) := by
          refine Finset.sum_congr rfl fun j _ => ?_
          rw [hs a j]
          simp only [dot, Finset.sum_mul, Finset.mul_sum, mul_assoc]
  simp only [hX]
  rw [Finset.sum_comm, dot]
  refine Finset.sum_congr rfl fun j _ => ?_
  rw [Finset.sum_comm]
  simp only [← Finset.sum_mul, ho]
  simp
```

Here i and j label space-fixed axes, and `ho` is the completeness relation Σₐ eₐᵢeₐⱼ = δᵢⱼ. Because J′ₐ is a scalar, it can be moved to the left of Jⱼ:

Σₐ J′ₐJ′ₐ = Σₐ Σⱼ eₐⱼJⱼJ′ₐ = Σₐ Σⱼ eₐⱼJ′ₐJⱼ

= Σⱼ Σᵢ (Σₐ eₐⱼeₐᵢ) JᵢJⱼ = Σⱼ JⱼJⱼ = J².

The step `hX` carries out the move, and `Finset.sum_comm` exchanges the sums so that `ho` applies.

## Two particles as an example

```lean
/-- Polynomials in the Cartesian coordinates of two particles. -/
abbrev Poly := MvPolynomial (Fin 2 × Fin 3) ℂ
```

These are polynomials in six variables, labelled by particle (0 or 1) and axis.

```lean
/-- The total orbital angular momentum of two particles, as a derivation fixed by its action
on the coordinates. -/
def orbital (k : Fin 3) : Derivation ℂ Poly Poly :=
  MvPolynomial.mkDerivation ℂ fun p =>
    if p.2 = k + 1 then I • MvPolynomial.X (p.1, k + 2)
    else if p.2 = k + 2 then -(I • MvPolynomial.X (p.1, k + 1)) else 0
```

A derivation is a linear map that obeys the product rule, so its values on the coordinates determine it. Here Jₖ sends coordinate k+1 of either particle to i times coordinate k+2, coordinate k+2 to −i times coordinate k+1, and coordinate k to 0. This is the total −i r×∇.

```lean
/-- The orbital angular momentum as a linear operator on polynomials. -/
def orbitalOp (k : Fin 3) : Module.End ℂ Poly := (orbital k).toLinearMap
```

The same map is now regarded as a linear operator, so that products mean composition.

```lean
/-- Multiplication by a coordinate of particle `n`. -/
def position (n : Fin 2) (k : Fin 3) : Module.End ℂ Poly :=
  LinearMap.mulLeft ℂ (MvPolynomial.X (n, k))
```

The position operators multiply a polynomial by a coordinate.

```lean
/-- The total orbital angular momentum of two particles and their two position vectors satisfy
the hypotheses of the anomalous commutator. -/
theorem anomalous_commutator_witness :
    IsAngularMomentum orbitalOp ∧ (∀ n, IsVectorOperator orbitalOp (position n)) ∧
      ∀ i j, Commute (position 0 i) (position 1 j) := by
  have hl : ∀ k (g : Poly), ⁅orbitalOp k, LinearMap.mulLeft ℂ g⁆
      = LinearMap.mulLeft ℂ (orbital k g) := fun k g => by
    refine LinearMap.ext fun q => ?_
    rw [Ring.lie_def]
    change orbital k (g * q) - g * orbital k q = orbital k g * q
    rw [Derivation.leibniz, smul_eq_mul, smul_eq_mul]
    ring
  refine ⟨fun k => ?_, fun n => ⟨fun k => ?_, fun k => ?_, fun k => ?_⟩, fun i j => ?_⟩
  · -- two derivations agree once they agree on the coordinates
    have h : ⁅orbital k, orbital (k + 1)⁆ = I • orbital (k + 2) := by
      refine MvPolynomial.derivation_ext fun p => ?_
      obtain ⟨n, m⟩ := p
      fin_cases k <;> fin_cases m <;>
        simp [orbital, Derivation.commutator_apply, MvPolynomial.mkDerivation_X, smul_smul]
    refine LinearMap.ext fun q => ?_
    have hq := DFunLike.congr_fun h q
    rw [Derivation.commutator_apply] at hq
    rw [Ring.lie_def]
    exact hq
  · have h : orbital k (MvPolynomial.X (n, k)) = 0 := by
      fin_cases k <;> simp [orbital, MvPolynomial.mkDerivation_X]
    rw [position, hl, h]
    exact LinearMap.ext fun q => zero_mul q
  · have h : orbital k (MvPolynomial.X (n, k + 1)) = I • MvPolynomial.X (n, k + 2) := by
      simp [orbital, MvPolynomial.mkDerivation_X]
    rw [position, hl, h]
    exact LinearMap.ext fun q => smul_mul_assoc I _ q
  · have h : orbital k (MvPolynomial.X (n, k + 2)) = -(I • MvPolynomial.X (n, k + 1)) := by
      fin_cases k <;> simp [orbital, MvPolynomial.mkDerivation_X]
    rw [position, hl, h]
    refine LinearMap.ext fun q => ?_
    change -(I • MvPolynomial.X (n, k + 1)) * q = -(I • (MvPolynomial.X (n, k + 1) * q))
    rw [neg_mul, smul_mul_assoc]
  · exact LinearMap.ext fun q => mul_left_comm _ _ q

end

end MoleculeFixedAngularMomentum
```

The total orbital angular momentum and the two position vectors satisfy all the hypotheses of the main theorem. The step `hl` shows that the commutator of Jₖ with multiplication by g is multiplication by Jₖg. The vector relations then follow from the action on coordinates. The relations for J are also checked on coordinates, which suffices for derivations. The example does not supply a complete molecular frame.

For a numerical check, let e = (x, y, z) be the position of particle 0 and f = (u, v, w) that of particle 1, and apply both sides to the polynomial x. Since (e·J)x = 0 and (f·J)x = i(yw − zv), the left side is

(e·J) i(yw − zv) = y(xv − yu) − z(zu − xw).

At e = (0, 1, 0), f = (1, 0, 0) its value is −1. On the right, e×f = (0, 0, −1) at this point and J₂x = iy, so the value is −i · (−1) · i = −1, in agreement. With +i in the formula it would have been +1.

```lean
#print axioms MoleculeFixedAngularMomentum.IsAngularMomentum.isVectorOperator
#print axioms MoleculeFixedAngularMomentum.molecule_fixed_commutator
#print axioms MoleculeFixedAngularMomentum.molecule_fixed_sq
```

```
'MoleculeFixedAngularMomentum.IsAngularMomentum.isVectorOperator' depends on axioms: [propext, Classical.choice, Quot.sound]
'MoleculeFixedAngularMomentum.molecule_fixed_commutator' depends on axioms: [propext, Classical.choice, Quot.sound]
'MoleculeFixedAngularMomentum.molecule_fixed_sq' depends on axioms: [propext, Classical.choice, Quot.sound]
```
